# Summation by parts for central differences with one-sided ends and trapezoidal weights

A grid function is represented here by a map `ℕ → ℝ`, of which only the values u_0, ..., u_n belong to the grid. This lets a difference formula refer to a neighbour such as u_{i+1} directly. It also means that D and H are given by formulas at each index, with no matrices of size n + 1.

```lean
import Mathlib

open Finset

namespace SummationByParts

noncomputable section
```

The grid points are x_i = i h, with spacing h. The operator D approximates d/dx by the central difference at interior points and by the one-sided difference at the two ends:

(Dv)_0 = (v_1 − v_0)/h
(Dv)_i = (v_{i+1} − v_{i−1})/(2h) for 0 < i < n
(Dv)_n = (v_n − v_{n−1})/h

```lean
/-- The difference operator `D` on the points `0, ..., n` with spacing `h ≠ 0`, for `n ≥ 1`:
central inside, one-sided at both ends. -/
def diffOp (n : ℕ) (h : ℝ) (u : ℕ → ℝ) (i : ℕ) : ℝ :=
  if i = 0 then (u 1 - u 0) / h
  else if i = n then (u n - u (n - 1)) / h
  else (u (i + 1) - u (i - 1)) / (2 * h)
```

The diagonal matrix H carries the weights of the trapezoidal rule, w_0 = w_n = h/2 and w_i = h in between.

```lean
/-- The diagonal of `H = h diag(1/2, 1, ..., 1, 1/2)` for `n ≥ 1`: the trapezoidal weights. -/
def weight (n : ℕ) (h : ℝ) (i : ℕ) : ℝ :=
  if i = 0 ∨ i = n then h / 2 else h
```

The form uᵀHv = Σ u_i w_i v_i, summed over i = 0, ..., n, stands for the integral of u v. In Lean it is `ip n h u v`, and its sum never reads a value of u or v beyond point n.

```lean
/-- The bilinear form `uᵀ H v` over the points `0, ..., n`; for `h > 0` it is an inner product of
the grid values. -/
def ip (n : ℕ) (h : ℝ) (u v : ℕ → ℝ) : ℝ :=
  ∑ i ∈ range (n + 1), u i * (weight n h i * v i)
```

For n ≥ 1, h ≠ 0 and all real u and v, these definitions satisfy

uᵀH(Dv) + (Du)ᵀHv = u_n v_n − u_0 v_0.

This is integration by parts with no discretisation error, although D itself only approximates the derivative. For constant-speed linear advection in one dimension with time left continuous and zero inflow, it gives a stability estimate that includes the boundaries, once a strong enough penalty acts at the inflow end.

## Positive spacing, h > 0, makes uᵀHu an energy

The form is symmetric because each term u_i w_i v_i is. The proof compares the sums term by term.

```lean
/-- The form `uᵀ H v` is symmetric in `u` and `v`. -/
theorem ip_comm (n : ℕ) (h : ℝ) (u v : ℕ → ℝ) : ip n h u v = ip n h v u := by
  unfold ip
  exact sum_congr rfl (fun i _ => by ring)
```

A positive h means that the points are ordered from left to right and that every weight is positive. By hand,

uᵀHu = Σ w_i u_i²

is then a sum of non-negative terms, which vanishes only if every u_i does. The proof takes the same route: `hw` establishes positive weights, and `sum_eq_zero_iff_of_nonneg` reduces the vanishing of the sum to that of each term.

At h = 0 the statement fails: the constant function u_i = 1 has uᵀHu = 0. For h < 0, uᵀHu is never positive, so it cannot serve as an energy.

```lean
/-- For `h > 0`, the discrete energy `uᵀ H u` vanishes only if `u` vanishes at every
grid point, and conversely. -/
theorem ip_self_eq_zero_iff (n : ℕ) {h : ℝ} (hh : 0 < h) (u : ℕ → ℝ) :
    ip n h u u = 0 ↔ ∀ i ≤ n, u i = 0 := by
  have hw : ∀ i, 0 < weight n h i := by
    intro i
    unfold weight
    split_ifs <;> linarith
  unfold ip
  rw [sum_eq_zero_iff_of_nonneg (fun i _ => by
    have h1 := mul_nonneg (hw i).le (mul_self_nonneg (u i))
    linarith [mul_left_comm (u i) (weight n h i) (u i)])]
  constructor
  · intro H i hi
    have h1 := H i (mem_range.2 (by omega))
    rcases mul_eq_zero.1 h1 with h2 | h2
    · exact h2
    · exact (mul_eq_zero.1 h2).resolve_left (hw i).ne'
  · intro H i hi
    rw [H i (by have := mem_range.1 hi; omega), zero_mul]
```

## Nonzero spacing, h ≠ 0, lets the weights cancel the denominators

Summation by parts does not depend on the sign of h. It asks of the spacing only that h ≠ 0, that is, that neighbouring points do not coincide. By hand, the condition is used when H multiplies D:

w_0 (Dv)_0 = (h/2)(v_1 − v_0)/h = (v_1 − v_0)/2
w_i (Dv)_i = h (v_{i+1} − v_{i−1})/(2h) = (v_{i+1} − v_{i−1})/2 for 0 < i < n
w_n (Dv)_n = (h/2)(v_n − v_{n−1})/h = (v_n − v_{n−1})/2

The spacing has disappeared from all three. In the proof of `ip_diffOp_eq_cells` below, these lines are `hl`, `hin` and `hr`, and `field_simp` does the cancelling.

On paper, D is undefined at h = 0. Lean sets x/0 = 0, so the left side has a value there, but the identity fails. Take n = 1 and u = v with u_0 = 0, u_1 = 1. All weights are zero, so the left side is 0, while the right side is 1.

The same condition makes D exact on linear functions. For v_i = a + b i h, with intercept a and slope b, the central difference is 2bh/(2h) = b and each one-sided difference is bh/h = b. The proof treats the three cases of the definition separately and clears the denominator in each.

```lean
/-- For `n ≥ 1` and `h ≠ 0`, `D` returns the exact slope `b` of the linear function
`a + b x` sampled at `x = i h`. -/
theorem diffOp_linear {n : ℕ} (hn : 1 ≤ n) {h : ℝ} (hh : h ≠ 0) (a b : ℝ) (i : ℕ) :
    diffOp n h (fun j => a + b * (j * h)) i = b := by
  unfold diffOp
  split_ifs with h0 h1
  · rw [div_eq_iff hh]
    push_cast
    ring
  · have hc : ((n - 1 : ℕ) : ℝ) = n - 1 := by rw [Nat.cast_sub hn, Nat.cast_one]
    simp only [hc]
    rw [div_eq_iff hh]
    ring
  · have hc : ((i - 1 : ℕ) : ℝ) = i - 1 := by
      rw [Nat.cast_sub (by omega), Nat.cast_one]
    simp only [hc]
    rw [div_eq_iff (mul_ne_zero two_ne_zero hh)]
    push_cast
    ring
```

## At least one cell, n ≥ 1, gives the boundary terms two ends

The condition n ≥ 1 says that the grid has two distinct end points and at least one cell between neighbours. By hand, it allows the contributions of the points to be regrouped by cells. The products above give

uᵀH(Dv) = u_0 (v_1 − v_0)/2 + Σ_{i=1}^{n−1} u_i (v_{i+1} − v_{i−1})/2 + u_n (v_n − v_{n−1})/2.

For n = 1 the middle sum is empty. Otherwise, write each central difference as two increments,

v_{i+1} − v_{i−1} = (v_{i+1} − v_i) + (v_i − v_{i−1}).

The increment v_{i+1} − v_i now appears twice, once with u_i/2 and once with u_{i+1}/2. Hence

uᵀH(Dv) = Σ_{i=0}^{n−1} (u_i + u_{i+1})/2 · (v_{i+1} − v_i),

the mean of u on each cell times the increment of v across it.

The proof uses n ≥ 1 to write n = m + 1 and then splits the two end points off the sum. The regrouping is `tele`, proved by induction on the number k of interior points. Lengthening the grid by one point turns the old end into an interior point and adds a new end; the net gain is exactly the new cell's term.

```lean
/-- For `n ≥ 1` and `h ≠ 0`, `uᵀ H D v` is a sum over the grid cells: the mean of `u`
on the cell times the increment of `v` across it. -/
theorem ip_diffOp_eq_cells {n : ℕ} (hn : 1 ≤ n) {h : ℝ} (hh : h ≠ 0) (u v : ℕ → ℝ) :
    ip n h u (diffOp n h v)
      = ∑ i ∈ range n, (u i + u (i + 1)) / 2 * (v (i + 1) - v i) := by
  obtain ⟨m, rfl⟩ : ∃ m, n = m + 1 := ⟨n - 1, by omega⟩
  -- regrouping of point contributions into cell contributions
  have tele : ∀ k : ℕ, ∑ i ∈ range k, u (i + 1) * ((v (i + 1 + 1) - v i) / 2)
      + u 0 * ((v 1 - v 0) / 2) + u (k + 1) * ((v (k + 1) - v k) / 2)
      = ∑ i ∈ range (k + 1), (u i + u (i + 1)) / 2 * (v (i + 1) - v i) := by
    intro k
    induction k with
    | zero =>
      simp only [sum_range_zero, zero_add, sum_range_one]
      ring
    | succ k ih =>
      rw [sum_range_succ _ k, sum_range_succ _ (k + 1)]
      linear_combination ih
  -- the product `H D` at the left end, at the right end and inside
  have hl : weight (m + 1) h 0 * diffOp (m + 1) h v 0 = (v 1 - v 0) / 2 := by
    have hw : weight (m + 1) h 0 = h / 2 := by simp [weight]
    have hd : diffOp (m + 1) h v 0 = (v 1 - v 0) / h := by simp [diffOp]
    rw [hw, hd]
    field_simp
  have hr : weight (m + 1) h (m + 1) * diffOp (m + 1) h v (m + 1)
      = (v (m + 1) - v m) / 2 := by
    have hw : weight (m + 1) h (m + 1) = h / 2 := by simp [weight]
    have hd : diffOp (m + 1) h v (m + 1) = (v (m + 1) - v m) / h := by simp [diffOp]
    rw [hw, hd]
    field_simp
  have hin : ∀ i < m, weight (m + 1) h (i + 1) * diffOp (m + 1) h v (i + 1)
      = (v (i + 1 + 1) - v i) / 2 := by
    intro i hi
    have hne : i ≠ m := by omega
    have hw : weight (m + 1) h (i + 1) = h := by simp [weight, hne]
    have hd : diffOp (m + 1) h v (i + 1) = (v (i + 1 + 1) - v i) / (2 * h) := by
      simp [diffOp, hne]
    rw [hw, hd]
    field_simp
  refine Eq.trans ?_ (tele m)
  unfold ip
  rw [sum_range_succ _ (m + 1), sum_range_succ' _ m, hl, hr]
  congr 2
  exact sum_congr rfl (fun i hi => by rw [hin i (mem_range.1 hi)])
```

By symmetry, (Du)ᵀHv = vᵀH(Du), so the second half of the identity is the same cell sum with u and v exchanged. In each cell the two terms add up to

(u_i + u_{i+1})/2 · (v_{i+1} − v_i) + (v_i + v_{i+1})/2 · (u_{i+1} − u_i) = u_{i+1} v_{i+1} − u_i v_i,

because the mixed products cancel. Summing over i = 0, ..., n − 1 telescopes to u_n v_n − u_0 v_0. In the proof, `ip_comm` makes the exchange, `ring` checks the cell identity and `sum_range_sub` telescopes.

For n = 0 the identity fails. The single point is both ends at once, and D reads a value at point 1, which is not on the grid. With h = 1 and u = v, u_0 = 1, u_1 = 2, each term on the left is 1/2, so the left side is 1; the right side is 0.

```lean
/-- Summation by parts: for `n ≥ 1` and `h ≠ 0`,
`uᵀ H D v + (D u)ᵀ H v = u_n v_n - u_0 v_0`. -/
theorem summation_by_parts {n : ℕ} (hn : 1 ≤ n) {h : ℝ} (hh : h ≠ 0) (u v : ℕ → ℝ) :
    ip n h u (diffOp n h v) + ip n h (diffOp n h u) v = u n * v n - u 0 * v 0 := by
  rw [ip_comm n h (diffOp n h u) v, ip_diffOp_eq_cells hn hh, ip_diffOp_eq_cells hn hh,
    ← sum_add_distrib]
  -- each cell contributes the increment of the product `u v`
  calc _ = ∑ i ∈ range n, (u (i + 1) * v (i + 1) - u i * v i) :=
        sum_congr rfl (fun i _ => by ring)
    _ = _ := sum_range_sub (fun i => u i * v i) n
```

Setting u_i = 1 in the cell sum makes every mean equal to 1 and leaves the increments of v, which add up to v_n − v_0. The trapezoidal rule thus integrates Dv exactly, a discrete fundamental theorem of calculus.

```lean
/-- For `n ≥ 1` and `h ≠ 0`, the quadrature `H` applied to `D v` gives exactly
`v_n - v_0`. -/
theorem quadrature_diffOp {n : ℕ} (hn : 1 ≤ n) {h : ℝ} (hh : h ≠ 0) (v : ℕ → ℝ) :
    ip n h (fun _ => 1) (diffOp n h v) = v n - v 0 := by
  rw [ip_diffOp_eq_cells hn hh]
  calc _ = ∑ i ∈ range n, (v (i + 1) - v i) := sum_congr rfl (fun i _ => by ring)
    _ = _ := sum_range_sub v n
```

## The evolution equation at every grid point fixes the energy rate

Now let u depend on time t and describe a quantity carried at constant speed a, with u_t + a u_x = 0. For a > 0 and h > 0 the flow enters at point 0, where an inflow value g is prescribed. The scheme does not set u_0 equal to g; it adds a penalty at that point:

du_i/dt = −a (Du)_i for 0 < i ≤ n
du_0/dt = −a (Du)_0 − τ a (u_0 − g)/w_0

The dimensionless strength τ sets how fast the penalty pulls u_0 towards g, at the rate 2τa/h.

```lean
/-- Right-hand side of the semi-discrete advection equation `u_t = -a D u` with a penalty of
strength `τ` at point 0, for `n ≥ 1` and `h ≠ 0`. The penalty pulls `u_0` towards the inflow value
`g` when `τ a / h > 0`. -/
def advectionRHS (n : ℕ) (h a τ g : ℝ) (u : ℕ → ℝ) (i : ℕ) : ℝ :=
  -a * diffOp n h u i - (if i = 0 then τ * a * (u 0 - g) / weight n h 0 else 0)
```

The hypothesis `hu` of `energy_rate` says that these equations hold at time t for all i ≤ n. It assumes a solution and does not construct one. By hand, it enters through the product rule:

d/dt uᵀHu = 2 Σ u_i w_i du_i/dt = −2a uᵀH(Du) − 2τa u_0 (u_0 − g).

The weight w_0 has cancelled in the penalty. Summation by parts with v = u gives 2uᵀH(Du) = u_n² − u_0², so

d/dt uᵀHu = a u_0² − a u_n² − 2τa u_0 (u_0 − g).

Only end values remain. In the proof, `key` is the product rule, `hp` separates transport from penalty, and `E` is summation by parts with v = u.

Without the evolution equation there is nothing to tie the energy to the boundary. Take n = 1, h = 1, a = 0, u_0(t) = t and u_1(t) = 0. The energy is t²/2 and its rate at t = 1 is 1, whereas the formula gives 0.

```lean
/-- For `n ≥ 1` and `h ≠ 0`, if `u` obeys the semi-discrete advection equation at time `t`,
the rate of change of `uᵀ H u` is given by the end values of `u` and the penalty alone. -/
theorem energy_rate {n : ℕ} (hn : 1 ≤ n) {h : ℝ} (hh : h ≠ 0) (a τ g : ℝ)
    (u : ℝ → ℕ → ℝ) (t : ℝ)
    (hu : ∀ i ≤ n, HasDerivAt (fun s => u s i) (advectionRHS n h a τ g (u t) i) t) :
    HasDerivAt (fun s => ip n h (u s) (u s))
      (a * u t 0 ^ 2 - a * u t n ^ 2 - 2 * τ * a * u t 0 * (u t 0 - g)) t := by
  have key : HasDerivAt (fun s => ip n h (u s) (u s))
      (∑ i ∈ range (n + 1),
        2 * (u t i * (weight n h i * advectionRHS n h a τ g (u t) i))) t := by
    unfold ip
    refine HasDerivAt.fun_sum (fun i hi => ?_)
    have hi' := hu i (by have := mem_range.1 hi; omega)
    exact (hi'.fun_mul (hi'.const_mul (weight n h i))).congr_deriv (by ring)
  refine key.congr_deriv ?_
  have hw : weight n h 0 ≠ 0 := by
    have h1 : weight n h 0 = h / 2 := by simp [weight]
    rw [h1]
    exact div_ne_zero hh two_ne_zero
  -- separate the transport term from the penalty at the inflow point
  have hp : ∀ i ∈ range (n + 1),
      2 * (u t i * (weight n h i * advectionRHS n h a τ g (u t) i))
      = (-2 * a) * (u t i * (weight n h i * diffOp n h (u t) i))
        - (if i = 0 then 2 * τ * a * u t 0 * (u t 0 - g) else 0) := by
    intro i _
    unfold advectionRHS
    split_ifs with h0
    · subst h0
      have hc : weight n h 0 * (τ * a * (u t 0 - g) / weight n h 0)
          = τ * a * (u t 0 - g) := by field_simp
      linear_combination (-2 * u t 0) * hc
    · ring
  have hs : ∀ c : ℝ, ∑ i ∈ range (n + 1), (if i = 0 then c else 0) = c := by
    intro c
    simp
  rw [sum_congr rfl hp, sum_sub_distrib, ← mul_sum, hs]
  -- summation by parts with `v = u`
  have E := summation_by_parts hn hh (u t) (u t)
  rw [ip_comm n h (diffOp n h (u t)) (u t)] at E
  unfold ip at E
  linear_combination (-a) * E
```

## Rightward flow, a strong enough penalty and zero inflow keep the energy from growing

The last theorem adds three conditions. The speed satisfies a ≥ 0, so that for h > 0 point 0 is the inflow end whenever anything moves. The penalty satisfies τ ≥ 1/2, so that it removes at least as much energy as the transport term brings in at point 0. The inflow value is g = 0, so nothing is fed in from outside. By hand, the rate becomes

d/dt uᵀHu = −a u_n² − a(2τ − 1) u_0² ≤ 0.

The first term is the energy leaving at the outflow end. In the proof, `h1` and `h2` state that a(2τ − 1)u_0² and a u_n² are non-negative, and `antitone_of_deriv_nonpos` passes from the sign of the derivative to a function of time that never increases. Here `hu` is required at every real t.

Each condition matters, as the case n = 1 with h = 1 shows:

- With a = −1, τ = 1/2, g = 0 and the state u_0 = 0, u_1 = 1, the rate is +1. The flow now enters at point 1, where no penalty acts.
- With a = 1, τ = 0, g = 0 and the state u_0 = 1, u_1 = 0, the rate is again +1, since nothing holds the inflow value down.
- With a = 1, τ = 1/2, g = 1 and the same state u_0 = 1, u_1 = 0, the rate is +1 because the inflow supplies energy.

Each state can serve as initial data, since the scheme is a linear system of ordinary differential equations with constant coefficients.

The theorem accepts any h ≠ 0, but its reading as stability needs h > 0: for negative h, a decreasing uᵀHu means a growing weighted sum of squares Σ |w_i| u_i². Time is continuous throughout, so a time-stepping method needs its own analysis.

```lean
/-- For `n ≥ 1`, `h ≠ 0`, speed `a ≥ 0`, penalty `τ ≥ 1/2` and zero inflow value, `uᵀ H u`
never increases along a solution of the semi-discrete advection equation. -/
theorem energy_antitone {n : ℕ} (hn : 1 ≤ n) {h : ℝ} (hh : h ≠ 0) {a τ : ℝ}
    (ha : 0 ≤ a) (hτ : 1 / 2 ≤ τ) (u : ℝ → ℕ → ℝ)
    (hu : ∀ t, ∀ i ≤ n, HasDerivAt (fun s => u s i) (advectionRHS n h a τ 0 (u t) i) t) :
    Antitone (fun t => ip n h (u t) (u t)) := by
  have hd := fun t => energy_rate hn hh a τ 0 u t (hu t)
  refine antitone_of_deriv_nonpos (fun t => (hd t).differentiableAt) (fun t => ?_)
  rw [(hd t).deriv]
  have h1 : 0 ≤ a * (2 * τ - 1) * u t 0 ^ 2 :=
    mul_nonneg (mul_nonneg ha (by linarith)) (sq_nonneg _)
  have h2 : 0 ≤ a * u t n ^ 2 := mul_nonneg ha (sq_nonneg _)
  nlinarith [h1, h2]

end

end SummationByParts
```

```lean
#print axioms SummationByParts.diffOp_linear
-- 'SummationByParts.diffOp_linear' depends on axioms: [propext, Classical.choice, Quot.sound]
#print axioms SummationByParts.summation_by_parts
-- 'SummationByParts.summation_by_parts' depends on axioms: [propext, Classical.choice, Quot.sound]
#print axioms SummationByParts.quadrature_diffOp
-- 'SummationByParts.quadrature_diffOp' depends on axioms: [propext, Classical.choice, Quot.sound]
#print axioms SummationByParts.energy_antitone
-- 'SummationByParts.energy_antitone' depends on axioms: [propext, Classical.choice, Quot.sound]
```
